# An algebraic Streda formula: the trace of a band projector's first-order response to a magnetic field

Take a two-level band model in which, at one momentum, the band's projector is $P=\mathrm{diag}(1,0)$ and its derivatives along the two momentum directions are $A=\sigma_x/2$ and $B=\sigma_y/2$. Measure a weak magnetic field by the number $b$ in the commutator $[k_1,k_2]=ib$ of the two kinetic momentum components. To first order the projector changes by a matrix $X$ per unit field, and the equation $X=PX+XP+\tfrac{i}{2}[A,B]$ fixes both diagonal entries of $X$ at $1/4$, so the band's density at that momentum changes by $\operatorname{tr}X=1/2$ per unit field.

```lean
import Mathlib

namespace AlgebraicStreda

variable {n : Type*} [Fintype n] [DecidableEq n]

/-- The first-order term `K = (i/2)[A, B]` of the field-deformed product. -/
noncomputable def curvatureTerm (A B : Matrix n n ℂ) : Matrix n n ℂ :=
  (Complex.I / 2) • (A * B - B * A)

/-- The first-order deformed projector equation `X = P X + X P + K` for the response `X`. -/
def SolvesDeformed (P K X : Matrix n n ℂ) : Prop :=
  X = P * X + X * P + K

/-- The linearised projector condition `A = P A + A P`. -/
def IsTangent (P A : Matrix n n ℂ) : Prop :=
  A = P * A + A * P

/-- For a projector `P`, the matrix `P + b X` is idempotent for the product deformed by `b K`, up to
the second-order remainder `b² X²`, for every complex `b` exactly when `X` solves the deformed
projector equation. -/
theorem deformed_idempotency_iff {P : Matrix n n ℂ} (hP : P * P = P) (K X : Matrix n n ℂ) :
    (∀ b : ℂ, (P + b • X) * (P + b • X) + b • K = P + b • X + b ^ 2 • (X * X)) ↔
      SolvesDeformed P K X := by
  -- the part linear in the field is the defect of the equation
  have key : ∀ b : ℂ, (P + b • X) * (P + b • X) + b • K - (P + b • X) - b ^ 2 • (X * X)
      = b • (P * X + X * P + K - X) := by
    intro b
    simp only [add_mul, mul_add, Matrix.smul_mul, Matrix.mul_smul, hP]
    module
  constructor
  · intro h
    have z : P * X + X * P + K - X = 0 := by
      rw [← one_smul ℂ (P * X + X * P + K - X), ← key 1, h 1]
      module
    exact (sub_eq_zero.mp z).symm
  · intro h b
    have z : P * X + X * P + K - X = 0 := sub_eq_zero.mpr (Eq.symm h)
    have k := key b
    rw [z, smul_zero, sub_sub, sub_eq_zero] at k
    exact k

/-- For a projector `P` and a solution `X` of the deformed equation, both `P K` and `K P`
equal `-P X P`. -/
theorem occupied_block {P K X : Matrix n n ℂ} (hP : P * P = P) (h : SolvesDeformed P K X) :
    P * K = -(P * X * P) ∧ K * P = -(P * X * P) := by
  unfold SolvesDeformed at h
  have hK : K = X - P * X - X * P := by
    linear_combination (norm := noncomm_ring) -h
  constructor
  · calc P * K = P * X - P * P * X - P * X * P := by rw [hK]; noncomm_ring
      _ = -(P * X * P) := by rw [hP]; noncomm_ring
  · calc K * P = X * P - P * X * P - X * (P * P) := by rw [hK]; noncomm_ring
      _ = -(P * X * P) := by rw [hP]; noncomm_ring

/-- If `K` commutes with the projector `P`, then `K - P K - K P` solves the deformed equation. -/
theorem particular_solution {P K : Matrix n n ℂ} (hP : P * P = P) (hc : P * K = K * P) :
    SolvesDeformed P K (K - P * K - K * P) := by
  unfold SolvesDeformed
  have h1 : P * K * P = P * K := by rw [mul_assoc, ← hc, ← mul_assoc, hP]
  have h2 : P * K * P = K * P := h1.trans hc
  have e1 : P * (K - P * K - K * P) = -(P * K * P) := by
    calc P * (K - P * K - K * P) = P * K - P * P * K - P * K * P := by noncomm_ring
      _ = -(P * K * P) := by rw [hP]; noncomm_ring
  have e2 : (K - P * K - K * P) * P = -(P * K * P) := by
    calc (K - P * K - K * P) * P = K * P - P * K * P - K * (P * P) := by noncomm_ring
      _ = -(P * K * P) := by rw [hP]; noncomm_ring
  rw [e1, e2]
  linear_combination (norm := noncomm_ring) h1 + h2

/-- If `K` commutes with the projector `P`, the solutions of the deformed equation are exactly
`K - P K - K P` plus any matrix obeying the linearised projector condition. -/
theorem solution_set {P K : Matrix n n ℂ} (hP : P * P = P) (hc : P * K = K * P)
    (X : Matrix n n ℂ) :
    SolvesDeformed P K X ↔ IsTangent P (X - (K - P * K - K * P)) := by
  have hS := particular_solution hP hc
  unfold SolvesDeformed at hS ⊢
  unfold IsTangent
  constructor
  · intro h
    linear_combination (norm := noncomm_ring) h - hS
  · intro h
    linear_combination (norm := noncomm_ring) h + hS

/-- Algebraic Streda formula: for a projector `P` and `K = (i/2)[A, B]`, the deformed projector
equation is solvable iff `K` commutes with `P`, and every solution has
`tr X = -i tr(P [A, B])`. -/
theorem algebraic_streda {P : Matrix n n ℂ} (hP : P * P = P) (A B : Matrix n n ℂ) :
    ((∃ X, SolvesDeformed P (curvatureTerm A B) X) ↔
      P * curvatureTerm A B = curvatureTerm A B * P) ∧
    ∀ X, SolvesDeformed P (curvatureTerm A B) X →
      Matrix.trace X = -Complex.I * Matrix.trace (P * (A * B - B * A)) := by
  refine ⟨⟨?_, fun hc => ⟨_, particular_solution hP hc⟩⟩, ?_⟩
  · rintro ⟨X, h⟩
    exact (occupied_block hP h).1.trans (occupied_block hP h).2.symm
  · intro X h
    have t1 : Matrix.trace X = Matrix.trace (P * X) + Matrix.trace (X * P)
        + Matrix.trace (curvatureTerm A B) := by
      rw [← Matrix.trace_add, ← Matrix.trace_add]
      exact congrArg Matrix.trace h
    have t2 : Matrix.trace (P * curvatureTerm A B) = -Matrix.trace (P * X) := by
      rw [(occupied_block hP h).1, Matrix.trace_neg, Matrix.trace_mul_comm (P * X) P,
        ← mul_assoc, hP]
    -- a commutator has no trace
    have t3 : Matrix.trace (curvatureTerm A B) = 0 := by
      unfold curvatureTerm
      rw [Matrix.trace_smul, Matrix.trace_sub, Matrix.trace_mul_comm A B, sub_self, smul_zero]
    have t4 : Matrix.trace (P * curvatureTerm A B)
        = Complex.I / 2 * Matrix.trace (P * (A * B - B * A)) := by
      unfold curvatureTerm
      rw [Matrix.mul_smul, Matrix.trace_smul, smul_eq_mul]
    have t5 := Matrix.trace_mul_comm X P
    linear_combination t1 + t5 + t3 + 2 * t2 - 2 * t4

/-- If `A` and `B` obey the linearised projector condition for `P`, then `(i/2)[A, B]` commutes
with `P`. -/
theorem curvatureTerm_commutes {P A B : Matrix n n ℂ} (hA : IsTangent P A)
    (hB : IsTangent P B) : P * curvatureTerm A B = curvatureTerm A B * P := by
  -- a product of two interband matrices is block diagonal
  have aux : ∀ C D : Matrix n n ℂ, IsTangent P C → IsTangent P D →
      P * (C * D) = C * D * P := by
    intro C D hC hD
    unfold IsTangent at hC hD
    have e1 : C * D = P * C * D + C * P * D := by rw [← add_mul, ← hC]
    have e2 : C * D = C * P * D + C * D * P := by
      calc C * D = C * (P * D + D * P) := by rw [← hD]
        _ = C * P * D + C * D * P := by noncomm_ring
    linear_combination (norm := noncomm_ring) e2 - e1
  unfold curvatureTerm
  rw [Matrix.mul_smul, Matrix.smul_mul, mul_sub, sub_mul, aux A B hA hB, aux B A hB hA]

omit [DecidableEq n] in
/-- The entrywise derivative `A` of a differentiable family of projectors obeys
`A = P A + A P`. -/
theorem derivative_isTangent {P : ℝ → Matrix n n ℂ} (hP : ∀ t, P t * P t = P t)
    {A : Matrix n n ℂ} {t₀ : ℝ}
    (hd : ∀ i j, HasDerivAt (fun t => P t i j) (A i j) t₀) : IsTangent (P t₀) A := by
  unfold IsTangent
  ext i j
  -- differentiate the entries of P² = P
  have h1 : HasDerivAt (fun t => ∑ k, P t i k * P t k j)
      (∑ k, (A i k * P t₀ k j + P t₀ i k * A k j)) t₀ :=
    HasDerivAt.fun_sum fun k _ => (hd i k).fun_mul (hd k j)
  have h2 : (fun t => ∑ k, P t i k * P t k j) = fun t => P t i j := by
    funext t
    rw [← Matrix.mul_apply, hP]
  rw [h2] at h1
  have h3 := (hd i j).unique h1
  simp only [Matrix.add_apply, Matrix.mul_apply]
  rw [h3, Finset.sum_add_distrib, add_comm]

/-- Algebraic Streda formula at one momentum: if the projectors `P(k₁, k₂)` have partial derivatives
`A` and `B` there, the deformed equation with `K = (i/2)[A, B]` is solvable, and every solution has
`tr X = -i tr(P [A, B])`. -/
theorem band_streda {P : ℝ → ℝ → Matrix n n ℂ} (hP : ∀ k₁ k₂, P k₁ k₂ * P k₁ k₂ = P k₁ k₂)
    {A B : Matrix n n ℂ} {k₁ k₂ : ℝ}
    (hA : ∀ i j, HasDerivAt (fun t => P t k₂ i j) (A i j) k₁)
    (hB : ∀ i j, HasDerivAt (fun t => P k₁ t i j) (B i j) k₂) :
    (∃ X, SolvesDeformed (P k₁ k₂) (curvatureTerm A B) X) ∧
    ∀ X, SolvesDeformed (P k₁ k₂) (curvatureTerm A B) X →
      Matrix.trace X = -Complex.I * Matrix.trace (P k₁ k₂ * (A * B - B * A)) := by
  have tA : IsTangent (P k₁ k₂) A :=
    derivative_isTangent (P := fun t => P t k₂) (fun t => hP t k₂) hA
  have tB : IsTangent (P k₁ k₂) B :=
    derivative_isTangent (P := fun t => P k₁ t) (fun t => hP k₁ t) hB
  have main := algebraic_streda (hP k₁ k₂) A B
  exact ⟨main.1.mpr (curvatureTerm_commutes tA tB), main.2⟩

/-- A two-level instance: `P` projects on the first level, `A` and `B` are half the Pauli matrices
`σx` and `σy`, and the response `X = 1/4` solves the deformed equation with trace `1/2`. -/
theorem two_level_witness :
    let P : Matrix (Fin 2) (Fin 2) ℂ := !![1, 0; 0, 0]
    let A : Matrix (Fin 2) (Fin 2) ℂ := !![0, 1 / 2; 1 / 2, 0]
    let B : Matrix (Fin 2) (Fin 2) ℂ := !![0, -Complex.I / 2; Complex.I / 2, 0]
    let X : Matrix (Fin 2) (Fin 2) ℂ := !![1 / 4, 0; 0, 1 / 4]
    P * P = P ∧ IsTangent P A ∧ IsTangent P B ∧
      SolvesDeformed P (curvatureTerm A B) X ∧ Matrix.trace X = 1 / 2 := by
  intro P A B X
  have hK : curvatureTerm A B = !![-1 / 4, 0; 0, 1 / 4] := by
    ext i j
    fin_cases i <;> fin_cases j <;>
      simp [curvatureTerm, A, B] <;>
      ring_nf <;> norm_num [Complex.I_sq]
  refine ⟨?_, ?_, ?_, ?_, ?_⟩
  · ext i j
    fin_cases i <;> fin_cases j <;> simp [P, Matrix.mul_apply, Fin.sum_univ_two]
  · unfold IsTangent
    ext i j
    fin_cases i <;> fin_cases j <;> simp [P, A]
  · unfold IsTangent
    ext i j
    fin_cases i <;> fin_cases j <;> simp [P, B]
  · unfold SolvesDeformed
    rw [hK]
    ext i j
    fin_cases i <;> fin_cases j <;>
      simp [P, X, Fin.sum_univ_two] <;> norm_num
  · norm_num [X, Matrix.trace_fin_two]

end AlgebraicStreda
```

```lean
#print axioms AlgebraicStreda.deformed_idempotency_iff
#print axioms AlgebraicStreda.solution_set
#print axioms AlgebraicStreda.band_streda
```

```
'AlgebraicStreda.deformed_idempotency_iff' depends on axioms: [propext, Classical.choice, Quot.sound]
'AlgebraicStreda.solution_set' depends on axioms: [propext, Classical.choice, Quot.sound]
'AlgebraicStreda.band_streda' depends on axioms: [propext, Classical.choice, Quot.sound]
```

## Two levels, entry by entry

Write $K=\tfrac{i}{2}[A,B]$. Since $[\sigma_x,\sigma_y]=2i\sigma_z$, the commutator is $[A,B]=\tfrac{i}{2}\sigma_z$ and $K=-\tfrac14\sigma_z=\mathrm{diag}(-\tfrac14,\tfrac14)$. Number the levels 0 and 1, as Lean does. The four entries of $X=PX+XP+K$ read

$$X_{00}=2X_{00}-\tfrac14,\qquad X_{11}=\tfrac14,\qquad X_{01}=X_{01},\qquad X_{10}=X_{10}.$$

The diagonal is determined. The off-diagonal entries are left free by this equation; in a gapped crystal the Hamiltonian fixes them, but they do not enter the trace. Directly from the commutator, $-i\operatorname{tr}(P[A,B])=-i\cdot\tfrac{i}{2}=\tfrac12$, the same number.

The off-diagonal equations also show what can go wrong. Had $K$ possessed an off-diagonal entry, one of them would have read $X_{01}=X_{01}+K_{01}$, which has no solution. This happens for $A=\sigma_z$ and $B=\sigma_x$, where $K=-\sigma_y$; the pair is a purely algebraic example, since the diagonal matrix $\sigma_z$ cannot be a derivative of the projector at $P=\mathrm{diag}(1,0)$. A solution therefore requires $K$ to be block diagonal with respect to $P$, which is to say that $K$ commutes with $P$.

## The equation behind the density response

The Streda formula relates the change of electron density with magnetic field, at fixed chemical potential in a gap, to the Hall conductivity. For non-interacting electrons in two dimensions, with finitely many orbitals per cell, the theorems here supply the matrix algebra at a single momentum.

In a field, the two components of kinetic momentum no longer commute. With the convention $[k_1,k_2]=ib$, where $b$ is the field in units that absorb $\hbar$ and the charge with its sign, the product of two momentum-dependent matrices acquires a first-order correction. For the product of $P$ with itself this correction is $bK$, where $A=\partial_1P$ and $B=\partial_2P$. Requiring $P+bX$ to remain a projector under the deformed product gives, at order $b$,

$$X=PX+XP+K.$$

The letters $A$ and $B$ thus stand for derivatives of the projector, not for the vector potential and the magnetic field.

For an orthogonal projector onto a single normalised state $u$, the quantity $-i\operatorname{tr}(P[A,B])$ equals $-\Omega$, where $\Omega=i(\langle\partial_1u|\partial_2u\rangle-\langle\partial_2u|\partial_1u\rangle)$ is the Berry curvature. This identification is textbook background, added for orientation and not part of the checked code.

Two further steps lead from this algebra to the Streda formula of a crystal, and no hypothesis here supplies them. Let $P$ project onto all the filled bands. The first step identifies, to first order in $b$, the electron density in the field with the Brillouin-zone integral of $\operatorname{tr}(P+bX)$, divided by $(2\pi)^2$; it needs an analysis of the magnetic Hamiltonian and its gap. The second is the Kubo formula, by which the zero-temperature Hall conductivity of the insulator is proportional to the Brillouin-zone integral of the same trace $-i\operatorname{tr}(P[A,B])$.

## What the theorems say

All matrices are complex and square, with a finite index type `n` that labels the orbitals. A projector is any $P$ with $P^2=P$. Hermiticity is not required, so oblique projectors, such as those of non-Hermitian band models, are included.

Three definitions carry the physics:

- `curvatureTerm A B` is the matrix $K=\tfrac{i}{2}[A,B]$. Despite its name it is not the Berry curvature, which appears only after multiplication by $P$ and a trace.
- `SolvesDeformed P K X` is the equation $X=PX+XP+K$.
- `IsTangent P A` is the condition $A=PA+AP$, which $P^2=P$ imposes on a first-order change of $P$. It says that $A$ only connects the band to its complement.

The theorem `algebraic_streda` takes a projector $P$ and arbitrary matrices $A$ and $B$. It states that a solution $X$ exists if and only if $PK=KP$, and that every solution satisfies

$$\operatorname{tr}X=-i\operatorname{tr}(P[A,B]).$$

In `band_streda` the matrices $A$ and $B$ are actual partial derivatives. The input is a family of projectors $P(k_1,k_2)$ on the real plane whose entries have partial derivatives at the momentum considered. Solvability is then a conclusion, and the trace formula holds as before. Neither periodicity in momentum nor a Hamiltonian is assumed.

The theorem `deformed_idempotency_iff` connects the equation with its origin. It states that $X$ solves the equation exactly when

$$(P+bX)^2+bK=P+bX+b^2X^2$$

for every complex $b$. The left side keeps only the first-order correction to the product, so the term $b^2X^2$ is the remainder of this truncated expression and not the full second-order response.

Finally, `two_level_witness` confirms the opening example: $P$ is a projector, both derivatives satisfy `IsTangent`, and $X=\tfrac14\mathbb 1$ is a solution with trace $1/2$.

## From idempotency to the trace

**The field expansion.** Using $P^2=P$,

$$(P+bX)^2+bK-(P+bX)-b^2X^2=b\,(PX+XP+K-X).$$

If $X$ solves the equation, the right side vanishes for every $b$. Conversely, if the left side vanishes for every $b$, setting $b=1$ gives the equation. In Lean the identity is `key`, where `module` collects the powers of $b$.

**Commutation is necessary.** Multiply $X=PX+XP+K$ by $P$ from the left, and then from the right:

$$PX=PX+PXP+PK,\qquad XP=PXP+XP+KP.$$

Hence $PK=-PXP=KP$. This is `occupied_block`, which first solves the equation for $K$ and then multiplies by $P$ on each side.

**Commutation is sufficient.** Suppose $PK=KP$ and set $S=K-PK-KP$. Then $PKP=PK=KP$, so

$$PS=PK-PK-PKP=-PKP,\qquad SP=KP-PKP-KP=-PKP.$$

Therefore $PS+SP+K=K-2PKP=K-PK-KP=S$, and $S$ is a solution. In `particular_solution` these two products are `e1` and `e2`. With $Q=1-P$ one can also write $S=QKQ-PKP$: the response is $-K$ within the band and $+K$ within its complement.

**The remaining freedom.** Subtracting the equation for $S$ from that for $X$ shows that $Y=X-S$ obeys $Y=PY+YP$, and adding such a $Y$ to $S$ gives another solution. This is `solution_set`. Multiplying by $P$ on both sides gives $PYP=2PYP$, so $PYP=0$ and $\operatorname{tr}Y=2\operatorname{tr}(PYP)=0$. The freedom lies in the interband part and leaves the density unchanged.

**The trace.** For any solution, cyclicity gives

$$\operatorname{tr}X=2\operatorname{tr}(PX)+\operatorname{tr}K.$$

From $PK=-PXP$ it follows that $\operatorname{tr}(PK)=-\operatorname{tr}(PX)$. Since $K$ is a multiple of a commutator, $\operatorname{tr}K=0$. Thus

$$\operatorname{tr}X=-2\operatorname{tr}(PK)=-2\cdot\tfrac{i}{2}\operatorname{tr}(P[A,B])=-i\operatorname{tr}(P[A,B]).$$

The steps `t1` to `t5` in `algebraic_streda` are these trace identities, and the closing `linear_combination` adds them with the coefficients used above. The argument works on an arbitrary solution, so it needs no separate appeal to `solution_set`.

## Why actual derivatives always give a solvable equation

Differentiating $P^2=P$ along one momentum direction with the product rule gives $A=AP+PA$. The lemma `derivative_isTangent` does this entry by entry. It differentiates $\sum_k P_{ik}P_{kj}$, recognises the same function as $P_{ij}$, and uses the uniqueness of the derivative.

Now let $C$ and $D$ both satisfy this condition. Inserting it for $C$, and then for $D$, expresses the same product in two ways:

$$CD=PCD+CPD,\qquad CD=CPD+CDP.$$

Subtraction gives $PCD=CDP$, so $CD$ commutes with $P$. Physically, two interband steps lead back to the subspace where they began. In `curvatureTerm_commutes` this is the auxiliary statement `aux`, applied to $AB$ and to $BA$, and it follows that $K$ commutes with $P$.

The proof of `band_streda` holds one momentum component fixed at a time to obtain the condition for $A$ and for $B$. It then passes the resulting commutation to `algebraic_streda`, which provides both the existence of a response and its trace.
